# A density fit in the overlap metric can overestimate the Coulomb self-repulsion

The classical Coulomb repulsion of an electron density with itself is costly to evaluate when the density is a sum over many products of basis functions. Density fitting replaces the density by a combination of fewer auxiliary functions and computes the repulsion from the replacement. The fit needs a measure of distance, called a metric. The overlap metric weighs the residual, the difference between density and fit, by its square integrated over space. The Coulomb metric weighs it by its own electrostatic energy.

Suppose that the fitted density is simply inserted in both places of the repulsion integral. Is the resulting energy at least a lower bound to the exact one? For a least-squares fit in the Coulomb metric without side conditions, such as a prescribed total charge, it is. For a fit in the overlap metric it need not be, and two basis functions are enough to show this. A general criterion, valid in any finite dimension, says which metrics give a lower bound for every density.

## Densities as coefficient vectors

```lean
import Mathlib

open Matrix

namespace DensityFittingLowerBound

noncomputable section

variable {n : Type*} [Fintype n]
```

The first line loads the mathematical library Mathlib. The last introduces `n`, a finite set of labels for the basis functions. A density is a list of real coefficients, one per label, which Lean writes as a function `n → ℝ`. The densities are thus confined to a finite-dimensional space, and a coefficient may have either sign.

```lean
/-- The interaction of two densities, given by coefficient vectors, in the metric `J`. -/
def pair (J : Matrix n n ℝ) (f g : n → ℝ) : ℝ := f ⬝ᵥ J *ᵥ g
```

A `def` introduces a name. For a matrix $J$ and densities $f$ and $g$, `pair J f g` is

$$(f|g)_J = f\cdot Jg=\sum_{i,j} f_i J_{ij} g_j .$$

The symbol `*ᵥ` is matrix times vector, and `⬝ᵥ` is the dot product. If $J_{ij}$ is the Coulomb integral between basis functions $i$ and $j$, this is the electrostatic interaction of the two densities. If the matrix holds overlap integrals, it is their overlap.

```lean
/-- The self-interaction of a density in the metric `J` (without the factor one half). -/
def energy (J : Matrix n n ℝ) (f : n → ℝ) : ℝ := pair J f f
```

The self-interaction is the diagonal value, $E_J(f)=(f|f)_J$. The classical repulsion energy carries an additional factor $\tfrac12$, which would rescale both sides of every comparison below and is left out.

## What counts as a fit

```lean
/-- `g` is a fit of `f` in the auxiliary space `U` with metric `S`: it lies in `U` and
satisfies the normal equations, so that the residual is `S`-orthogonal to `U`. -/
def IsFit (S : Matrix n n ℝ) (U : Submodule ℝ (n → ℝ)) (f g : n → ℝ) : Prop :=
  g ∈ U ∧ ∀ u ∈ U, pair S u (f - g) = 0
```

The type `Prop` says that `IsFit S U f g` is a statement, which may be true or false. Here $S$ is the fitting metric and $U$ is the auxiliary space, a linear subspace of the coefficient space. The statement is that $g$ lies in $U$ and that

$$(u|f-g)_S=0\quad\text{for all } u\in U .$$

These are the normal equations of a least-squares fit. The definition does not promise that a fit exists or that it is unique. The theorems speak about whatever fits there are.

## Expanding the energy

```lean
/-- In a symmetric metric the interaction of two densities does not depend on their order. -/
theorem pair_comm {J : Matrix n n ℝ} (hJ : J.IsSymm) (f g : n → ℝ) :
    pair J f g = pair J g f := by
  unfold pair
  rw [Matrix.dotProduct_mulVec, ← Matrix.mulVec_transpose, hJ.eq, dotProduct_comm]
```

A `theorem` lists its hypotheses before the colon and its conclusion after it; the proof follows `:=`. The hypothesis `hJ` says that $J$ is symmetric, $J^{\mathsf T}=J$. By hand,

$$f\cdot Jg=(J^{\mathsf T}f)\cdot g=(Jf)\cdot g=g\cdot Jf .$$

The `rw` line makes these replacements one after another.

```lean
/-- The self-interaction of a density `u` to which `s` times a density `w` is added. -/
theorem energy_add_smul {J : Matrix n n ℝ} (hJ : J.IsSymm) (u w : n → ℝ) (s : ℝ) :
    energy J (u + s • w) = energy J u + 2 * s * pair J u w + s ^ 2 * energy J w := by
  have h := pair_comm hJ w u
  unfold energy
  unfold pair at *
  simp only [Matrix.mulVec_add, Matrix.mulVec_smul, dotProduct_add, add_dotProduct,
    dotProduct_smul, smul_dotProduct, smul_eq_mul]
  linear_combination s * h
```

Let $u$ and $w$ be densities and $s$ a real number. Multiplying out gives

$$E_J(u+sw)=(u|u)_J+s(u|w)_J+s(w|u)_J+s^2(w|w)_J .$$

By symmetry the two middle terms are equal, so

$$E_J(u+sw)=E_J(u)+2s\,(u|w)_J+s^2E_J(w).$$

In Lean, `simp only` multiplies out, and `linear_combination s * h` uses the symmetry `h` to merge the cross terms. The remaining arguments rest on this parabola in $s$.

```lean
/-- In a symmetric positive semidefinite metric, a fit minimises the self-interaction of the
residual over the auxiliary space. -/
theorem fit_minimises {S : Matrix n n ℝ} (hS : S.IsSymm) (hpos : ∀ x, 0 ≤ energy S x)
    {U : Submodule ℝ (n → ℝ)} {f g : n → ℝ} (hg : IsFit S U f g) :
    ∀ u ∈ U, energy S (f - g) ≤ energy S (f - u) := by
  intro u hu
  have h := energy_add_smul hS (g - u) (f - g) 1
  have e : g - u + (1 : ℝ) • (f - g) = f - u := by module
  rw [e, hg.2 _ (U.sub_mem hg.1 hu)] at h
  linarith [hpos (g - u)]
```

This theorem connects the normal equations with the idea of a best fit. It assumes that $S$ is symmetric and that $E_S(x)\ge 0$ for every $x$. Let $g$ be a fit of $f$, and let $u$ be any other member of $U$. Then $f-u=(g-u)+(f-g)$, and the expansion with $s=1$ gives

$$E_S(f-u)=E_S(g-u)+2\,(g-u|f-g)_S+E_S(f-g).$$

Since $g-u$ lies in $U$, the normal equations remove the middle term. The first term is nonnegative, so $E_S(f-u)\ge E_S(f-g)$. In the proof, `module` checks the vector identity, `rw` removes the cross term, and `linarith` draws the inequality.

A fit could also have been defined as a minimiser of $E_S(f-u)$ over $u\in U$. For a symmetric metric without negative self-interactions, this selects the same vectors; the theorem above supplies one half of that equivalence. The difference appears when some $u\in U$ has $E_S(u)<0$. The minimisation then has no solution, while the normal equations may still have one. A criterion phrased with minimisers would therefore say nothing about such metrics.

## When the fitted energy is a lower bound for every density

```lean
/-- Fitted self-repulsions are lower bounds for all densities exactly when every fit in the
metric `S` is also a fit in the Coulomb metric `J`. -/
theorem lower_bound_iff_coulomb_fit {J : Matrix n n ℝ} (hJ : J.IsSymm)
    (hpos : ∀ x, 0 ≤ energy J x) (S : Matrix n n ℝ) (U : Submodule ℝ (n → ℝ)) :
    (∀ f g, IsFit S U f g → energy J g ≤ energy J f) ↔
      (∀ f g, IsFit S U f g → IsFit J U f g) := by
  constructor
  · intro H f g hg
    refine ⟨hg.1, fun u hu => ?_⟩
    -- adding any multiple of the residual to `u` leaves the fit `u` unchanged
    have key : ∀ s : ℝ, energy J u ≤ energy J (u + s • (f - g)) := by
      intro s
      refine H _ _ ⟨hu, fun v hv => ?_⟩
      have h0 := hg.2 v hv
      unfold pair at *
      rw [add_sub_cancel_left, Matrix.mulVec_smul, dotProduct_smul, h0, smul_zero]
    have hc := hpos (f - g)
    have hne : energy J (f - g) + 1 ≠ 0 := by linarith
    obtain ⟨t, ht⟩ : ∃ t : ℝ, pair J u (f - g) = t * (energy J (f - g) + 1) :=
      ⟨pair J u (f - g) / (energy J (f - g) + 1), (div_mul_cancel₀ _ hne).symm⟩
    -- a small step against the cross term would lower the energy unless that term vanishes
    have h := key (-t)
    rw [energy_add_smul hJ, ht] at h
    have ht2 : t ^ 2 = 0 := by
      nlinarith [mul_nonneg (sq_nonneg t) hc, sq_nonneg t]
    have ht0 : t = 0 := by simpa using ht2
    rw [ht, ht0, zero_mul]
  · intro H f g hg
    -- the cross term vanishes, and the residual has nonnegative energy
    have h := energy_add_smul hJ g (f - g) 1
    have e : g + (1 : ℝ) • (f - g) = f := by module
    rw [e, (H f g hg).2 g hg.1] at h
    linarith [hpos (f - g)]
```

The matrix $J$ is symmetric, and `hpos` states $E_J(x)\ge0$ for all $x$. Physically, the electrostatic energy of a charge distribution is a positive constant times the integral of its squared field and cannot be negative. Here this is a hypothesis on the matrix and is not derived from Coulomb integrals. Nothing is assumed about $S$, not even symmetry.

The double arrow `↔` means "exactly when". On its left, every $S$-fit $g$ of every density $f$ satisfies $E_J(g)\le E_J(f)$. On its right, every $S$-fit is also a fit in the metric $J$. The criterion concerns all densities together. A particular density may respect the bound even though its fit is not a Coulomb fit.

**From the bound to the Coulomb fit.** Assume the left side. Let $g$ be an $S$-fit of $f$, with residual $w=f-g$, and take any $u\in U$. The task is to show that $(u|w)_J=0$.

Consider the new density $u+sw$. For every $s$, the vector $u$ is an $S$-fit of it, because the residual is $sw$ and $(v|sw)_S=s\,(v|w)_S=0$ for all $v\in U$. The assumed bound therefore applies to it:

$$E_J(u)\le E_J(u+sw)=E_J(u)+2s\,(u|w)_J+s^2E_J(w).$$

Write $a=(u|w)_J$ and $c=E_J(w)\ge0$. Then $0\le 2sa+s^2c$ for every $s$. Near $s=0$ the linear term dominates, so a small step of the right sign would make the expression negative unless $a=0$. To make this definite, put $t=a/(c+1)$, where the added 1 keeps the denominator positive, and choose $s=-t$. Since $a=t(c+1)$,

$$0\le -2t^2(c+1)+t^2c=-t^2(c+2).$$

Hence $t=0$, and so $a=0$.

In Lean, `key` is the inequality for all $s$, `obtain` introduces $t$, and `nlinarith` extracts $t^2=0$ from the last display.

**From the Coulomb fit to the bound.** Assume the right side, and let $g$ be an $S$-fit of $f$. Write $f=g+(f-g)$ and expand with $s=1$:

$$E_J(f)=E_J(g)+2\,(g|f-g)_J+E_J(f-g).$$

By assumption $g$ is also a Coulomb fit, and it lies in $U$ itself, so the cross term is zero. The last term is nonnegative, which leaves $E_J(f)\ge E_J(g)$. If $S$ is chosen equal to $J$, the right side holds trivially, and the Coulomb-metric fit always gives a lower bound.

## Two basis functions

```lean
/-- The Coulomb matrix of the counter-example. -/
def coulomb : Matrix (Fin 2) (Fin 2) ℝ := !![2, 1; 1, 1]
```

The type `Fin 2` has the two labels 0 and 1, since Lean counts from zero. The notation `!![2, 1; 1, 1]` lists the rows of

$$J=\begin{pmatrix}2&1\\1&1\end{pmatrix}.$$

This is a model matrix with small integer entries, not a table of integrals over particular Gaussians.

```lean
/-- The density of the counter-example. -/
def density : Fin 2 → ℝ := ![1, -1]
```

The density to be fitted is $f=(1,-1)$, that is, $f_0=1$ and $f_1=-1$. The model does not specify the basis functions themselves, so it does not establish that this combination is nonnegative at every point in space, as an electron density must be.

```lean
/-- The auxiliary space spanned by the first basis function. -/
def firstAxis : Submodule ℝ (Fin 2 → ℝ) := Submodule.span ℝ {![1, 0]}
```

The auxiliary space consists of all multiples of $(1,0)$, so the fit may use only the basis function with label 0.

```lean
/-- The Coulomb matrix of the counter-example is symmetric, and every nonzero density has
positive self-repulsion. -/
theorem coulomb_posDef : coulomb.IsSymm ∧ ∀ x, x ≠ 0 → 0 < energy coulomb x := by
  constructor
  · ext i j
    fin_cases i <;> fin_cases j <;> simp [coulomb]
  · intro x hx
    have h : energy coulomb x = x 0 ^ 2 + (x 0 + x 1) ^ 2 := by
      simp only [energy, pair, coulomb, Matrix.mulVec, dotProduct, Fin.sum_univ_two,
        Matrix.of_apply, Matrix.cons_val_zero, Matrix.cons_val_one]
      ring
    rw [h]
    by_contra hle
    have h0 : x 0 = 0 := by
      have : x 0 ^ 2 = 0 := by nlinarith [sq_nonneg (x 0), sq_nonneg (x 0 + x 1)]
      simpa using this
    have h1 : x 1 = 0 := by
      have : x 1 ^ 2 = 0 := by
        rw [h0] at hle
        nlinarith [sq_nonneg (x 1)]
      simpa using this
    apply hx
    ext i
    fin_cases i
    · simpa using h0
    · simpa using h1
```

The theorem confirms that $J$ is a legitimate Coulomb matrix in the sense used above. Its symmetry is checked entry by entry. For the positivity, complete the square:

$$E_J(x)=2x_0^2+2x_0x_1+x_1^2=x_0^2+(x_0+x_1)^2 .$$

This is never negative. If it vanishes, then $x_0=0$ and next $x_1=0$, so every nonzero density has positive self-repulsion. Lean argues by contradiction: it supposes that the sum of squares is not positive, finds that both components vanish, and contradicts `x ≠ 0`. The overshoot below is therefore not caused by a defective Coulomb matrix.

```lean
/-- On the first axis the normal equations reduce to a single scalar equation. -/
theorem isFit_firstAxis_iff (S : Matrix (Fin 2) (Fin 2) ℝ) (f g : Fin 2 → ℝ) :
    IsFit S firstAxis f g ↔
      g 1 = 0 ∧ S 0 0 * (f 0 - g 0) + S 0 1 * (f 1 - g 1) = 0 := by
  have hp : ∀ a : ℝ, pair S (a • ![1, 0]) (f - g) =
      a * (S 0 0 * (f 0 - g 0) + S 0 1 * (f 1 - g 1)) := by
    intro a
    simp [pair, Matrix.mulVec, dotProduct, Fin.sum_univ_two]
  constructor
  · rintro ⟨hg, h⟩
    obtain ⟨b, hb⟩ := Submodule.mem_span_singleton.1 hg
    have h1 := h ((1 : ℝ) • ![1, 0]) (Submodule.mem_span_singleton.2 ⟨1, rfl⟩)
    rw [hp, one_mul] at h1
    exact ⟨by rw [← hb]; simp, h1⟩
  · rintro ⟨h0, h1⟩
    refine ⟨Submodule.mem_span_singleton.2 ⟨g 0, ?_⟩, fun u hu => ?_⟩
    · ext i
      fin_cases i <;> simp [h0]
    · obtain ⟨a, rfl⟩ := Submodule.mem_span_singleton.1 hu
      rw [hp, h1, mul_zero]
```

For an auxiliary space with a single direction, the normal equations are one equation. A vector $g$ lies on the axis exactly when $g_1=0$. Every $u$ on the axis is $a(1,0)$ for some number $a$, and

$$(u|f-g)_S=a\,\bigl[S_{00}(f_0-g_0)+S_{01}(f_1-g_1)\bigr].$$

This vanishes for all $a$ exactly when the bracket is zero, as the choice $a=1$ shows. In the proof, `hp` is the displayed formula, and the two bullets treat the two directions of the equivalence.

## The overshoot

```lean
/-- With the identity matrix as overlap metric, the only fit of the density `(1, -1)` on the first
axis is `(1, 0)`; in the metric `coulomb` the exact self-repulsion is 1, while that of the fit is 2.
-/
theorem overlap_fit_overshoots :
    (∀ g, IsFit 1 firstAxis density g ↔ g = ![1, 0]) ∧
      energy coulomb density = 1 ∧ energy coulomb ![1, 0] = 2 := by
  refine ⟨fun g => ?_, ?_, ?_⟩
  · rw [isFit_firstAxis_iff]
    constructor
    · rintro ⟨h0, h1⟩
      have h2 : g 0 = 1 := by
        simp [density] at h1
        linarith
      ext i
      fin_cases i <;> simp [h0, h2]
    · rintro rfl
      simp [density]
  · norm_num [energy, pair, coulomb, density, Matrix.mulVec, dotProduct, Fin.sum_univ_two]
  · norm_num [energy, pair, coulomb, Matrix.mulVec, dotProduct, Fin.sum_univ_two]
```

The `1` in `IsFit 1` is the identity matrix. As an overlap matrix, it describes basis functions that are orthonormal. With $S_{00}=1$ and $S_{01}=0$, the scalar equation becomes $1-g_0=0$. The only overlap-metric fit is thus $g=(1,0)$, which keeps the first coefficient and drops the second.

The energies follow from two matrix products:

$$J\begin{pmatrix}1\\-1\end{pmatrix}=\begin{pmatrix}1\\0\end{pmatrix},\quad E_J(f)=1;\qquad J\begin{pmatrix}1\\0\end{pmatrix}=\begin{pmatrix}2\\1\end{pmatrix},\quad E_J(g)=2 .$$

The fitted self-repulsion is twice the exact one.

The same numbers show the parabola of the general proof at work. The residual is $w=(0,-1)$, with $(g|w)_J=-1$ and $E_J(w)=1$. Hence

$$E_J(g+sw)=2-2s+s^2 .$$

At $s=0$ this is the fit, with energy 2, and at $s=1$ it is the original density, with energy 1. The step chosen in the proof is $s=-t=\tfrac12$, and it already lowers the energy to $\tfrac54$. The bound fails because the residual interacts attractively with the fit, and this cross term, $2(g|w)_J=-2$, outweighs the residual's own self-repulsion of 1.

```lean
/-- The Coulomb-metric fit of the same density on the same axis is `(1/2, 0)`, with
self-repulsion 1/2. -/
theorem coulomb_fit_energy :
    (∀ g, IsFit coulomb firstAxis density g ↔ g = ![1 / 2, 0]) ∧
      energy coulomb ![1 / 2, 0] = 1 / 2 := by
  refine ⟨fun g => ?_, ?_⟩
  · rw [isFit_firstAxis_iff]
    constructor
    · rintro ⟨h0, h1⟩
      have h2 : g 0 = 1 / 2 := by
        simp [density, coulomb, h0] at h1
        linarith
      ext i
      fin_cases i <;> simp [h0, h2]
    · rintro rfl
      norm_num [density, coulomb]
  · norm_num [energy, pair, coulomb, Matrix.mulVec, dotProduct, Fin.sum_univ_two]

end

end DensityFittingLowerBound
```

With the Coulomb matrix as the metric, the scalar equation is $2(1-g_0)+1\cdot(-1-0)=0$, so $g_0=\tfrac12$. The only fit is $(\tfrac12,0)$, and its self-repulsion is $2\cdot\tfrac14=\tfrac12$, below the exact value 1. The residual $(\tfrac12,-1)$ has self-repulsion $\tfrac12$ as well, and the two parts add up to 1, as they must when the cross term vanishes.

For electronic-structure programs that use density fitting, the consequence in this finite-dimensional model is that the sign of the error in the directly fitted Coulomb energy depends on the metric: it is guaranteed for a Coulomb-metric fit without side conditions such as a prescribed total charge, but not for an overlap-metric fit in general.

```lean
#print axioms DensityFittingLowerBound.fit_minimises
#print axioms DensityFittingLowerBound.coulomb_posDef
#print axioms DensityFittingLowerBound.overlap_fit_overshoots
#print axioms DensityFittingLowerBound.coulomb_fit_energy
```

```
'DensityFittingLowerBound.fit_minimises' depends on axioms: [propext, Classical.choice, Quot.sound]
'DensityFittingLowerBound.coulomb_posDef' depends on axioms: [propext, Classical.choice, Quot.sound]
'DensityFittingLowerBound.overlap_fit_overshoots' depends on axioms: [propext, Classical.choice, Quot.sound]
'DensityFittingLowerBound.coulomb_fit_energy' depends on axioms: [propext, Classical.choice, Quot.sound]
```
